# Real RPA matrices with A+B and A−B positive definite have a complete set of normalised modes

## Excitation energies from a symmetric eigenproblem

A linear-response calculation with real orbitals can get its excitation energies from a symmetric n by n eigenproblem. One factors A−B = L Lᵀ, diagonalises Lᵀ(A+B)L, takes the square roots of the eigenvalues as frequencies, and rebuilds the amplitudes from the eigenvectors. If A+B and A−B are positive definite, every step works and no mode is lost.

Here n counts the occupied–virtual orbital pairs. The matrix A couples excitations to each other, and B couples excitations to de-excitations. Let the columns of X and Y hold the excitation and de-excitation amplitudes, and let W = diag(w) hold the frequencies, which are the excitation energies in units with ħ = 1. The RPA equations are

A X + B Y = X W
B X + A Y = −Y W.

Positive definiteness is a stability condition. In Hartree–Fock theory it says that the energy rises to second order under every real orbital rotation (A+B) and every imaginary one (A−B) among the pairs included.

The result applies to RPA, to TDDFT with an adiabatic kernel and to the statically screened Bethe–Salpeter equation, for real matrices in a finite basis that meet this condition.

## The normal form and its converse

Write Z⁻ᵀ for (Z⁻¹)ᵀ. For real A and B, both A+B and A−B are positive definite exactly when there are an invertible Z and positive frequencies w with

A−B = Z W Zᵀ
A+B = Z⁻ᵀ W Z⁻¹.

In Lean, `IsNormalForm A B Z w` records these four conditions, and `posDef_iff_normalForm` is the equivalence. Mathlib's `PosDef` includes symmetry, so A and B are symmetric as well. The index type `n` is any finite type.

The amplitudes are `excitation Z` and `deexcitation Z`:

X = (Z + Z⁻ᵀ)/2
Y = (Z − Z⁻ᵀ)/2.

The full problem uses `paired A B` = [[A, B], [B, A]], the mode matrix P = `paired X Y` = [[X, Y], [Y, X]] and the metric η = `signed 1` = diag(1, −1). The theorem `exists_complete_modes` provides X, Y and positive w with

[[A, B], [B, A]] P = η P diag(W, −W)
Pᵀ η P = η
P η Pᵀ = η.

The first line puts modes at w and −w. The second normalises them, with sign +1 for the first set and −1 for the second. The third is the closure relation: any vector v equals P(η Pᵀ η v), so it expands in the modes.

Stability is assumed, not derived from a reference state. Complex orbitals, frequency-dependent kernels and zero modes are not treated, and the theorems say nothing about uniqueness.

## Building Z

Diagonalise A−B = U diag(e) Uᵀ with U orthogonal and every eₖ > 0. Then L = U diag(√eₖ) is invertible and A−B = L Lᵀ. Let K = L⁻¹.

The matrix Lᵀ(A+B)L is positive definite, because A+B is and L is invertible. Its eigenvalues are therefore positive and can be written as squares:

Lᵀ(A+B)L = V W² Vᵀ, with V orthogonal and every wₖ > 0.

Put Z = L V W^(−1/2), so that Z⁻¹ = W^(1/2) Vᵀ K. Then

Z W Zᵀ = L V W^(−1/2) W W^(−1/2) Vᵀ Lᵀ = L Lᵀ = A−B
Z⁻ᵀ W Z⁻¹ = Kᵀ V W² Vᵀ K = Kᵀ Lᵀ(A+B)L K = A+B.

Conversely, given the normal form, xᵀ(A−B)x = Σₖ wₖ (Zᵀx)ₖ² is positive for x ≠ 0, since Zᵀ is invertible. The same argument with Z⁻¹ in place of Zᵀ covers A+B.

## From Z to the modes

Multiplying the two factorisations by Z and Z⁻ᵀ gives

(A+B) Z = Z⁻ᵀ W
(A−B) Z⁻ᵀ = Z W,

and hence (A−B)(A+B) Z = Z W². Half the sum of the two equations is A X + B Y = X W. Half the difference, first minus second, is B X + A Y = −Y W.

For the normalisation, expand the products and use Zᵀ Z⁻ᵀ = Z⁻¹ Z = 1:

XᵀX − YᵀY = (2 Zᵀ Z⁻ᵀ + 2 Z⁻¹ Z)/4 = 1
XᵀY − YᵀX = (−2 Zᵀ Z⁻ᵀ + 2 Z⁻¹ Z)/4 = 0.

These are the blocks of Pᵀ η P = η. Since η² = 1, it follows that (η Pᵀ η) P = 1. A left inverse of a square matrix is also a right inverse, so P η Pᵀ η = 1, and multiplying by η on the right gives closure.

## Two coupled excitations in numbers

The following matrices illustrate the algebra and do not model a particular system. In arbitrary energy units, take

A = [[5.5, 1.5], [1.5, 3.25]]
B = [[4.5, 1.5], [1.5, −0.75]].

Then A−B = diag(1, 4) and A+B = [[10, 3], [3, 2.5]]. With L = diag(1, 2),

Lᵀ(A+B)L = [[10, 6], [6, 10]].

Its eigenvalues are 16 and 4, with eigenvectors (1, 1)/√2 and (1, −1)/√2, so the frequencies are 4 and 2. The columns of Z are (1, 2)/(2√2) and (1, −2)/2. Those of Z⁻ᵀ are (2, 1)/√2 and (1, −1/2).

For the mode at 4, the columns of X and Y are

x = (5, 4)/(4√2)
y = (−3, 0)/(4√2).

The norm is (25 + 16 − 9)/32 = 1. Up to the common factor 1/(4√2), A x + B y is (20, 16) = 4·(5, 4), and B x + A y is (12, 0) = −4·(−3, 0), as required.

## The Lean file

```lean
import Mathlib

open Matrix

namespace RPANormalForm

noncomputable section

variable {n : Type*} [Fintype n] [DecidableEq n]

/-- The RPA normal form: `A - B = Z W Zᵀ` and `A + B = Z⁻ᵀ W Z⁻¹` with `Z` invertible and
`W` the diagonal matrix of positive frequencies `w`. -/
structure IsNormalForm (A B Z : Matrix n n ℝ) (w : n → ℝ) : Prop where
  isUnit : IsUnit Z
  pos : ∀ i, 0 < w i
  sub_eq : A - B = Z * diagonal w * Zᵀ
  add_eq : A + B = (Z⁻¹)ᵀ * diagonal w * Z⁻¹

/-- The excitation amplitudes `X = (Z + Z⁻ᵀ) / 2`, for invertible `Z`. -/
def excitation (Z : Matrix n n ℝ) : Matrix n n ℝ := (1 / 2 : ℝ) • (Z + (Z⁻¹)ᵀ)

/-- The de-excitation amplitudes `Y = (Z - Z⁻ᵀ) / 2`, for invertible `Z`. -/
def deexcitation (Z : Matrix n n ℝ) : Matrix n n ℝ := (1 / 2 : ℝ) • (Z - (Z⁻¹)ᵀ)

/-- The block matrix `[[P, Q], [Q, P]]`, the shape shared by the RPA Hessian (`P = A`, `Q = B`)
and by the matrix of all modes (`P = X`, `Q = Y`). -/
def paired (P Q : Matrix n n ℝ) : Matrix (n ⊕ n) (n ⊕ n) ℝ := fromBlocks P Q Q P

/-- The block diagonal matrix `diag(D, -D)`; for `D = 1` it is the RPA metric. -/
def signed (D : Matrix n n ℝ) : Matrix (n ⊕ n) (n ⊕ n) ℝ := fromBlocks D 0 0 (-D)

/-- Positive numbers have positive square roots, taken entry by entry. -/
lemma exists_sqrt {ι : Type*} {d : ι → ℝ} (hd : ∀ i, 0 < d i) :
    ∃ r : ι → ℝ, (∀ i, 0 < r i) ∧ ∀ i, r i * r i = d i :=
  ⟨fun i => Real.sqrt (d i), fun i => Real.sqrt_pos.2 (hd i),
    fun i => Real.mul_self_sqrt (hd i).le⟩

/-- A real positive definite matrix is diagonalised by an orthogonal matrix, with positive
eigenvalues. -/
theorem posDef_diagonalise {M : Matrix n n ℝ} (hM : M.PosDef) :
    ∃ (U : Matrix n n ℝ) (d : n → ℝ), U * Uᵀ = 1 ∧ (∀ i, 0 < d i) ∧
      M = U * diagonal d * Uᵀ := by
  have hs : ∀ U : Matrix n n ℝ, star U = Uᵀ := fun U => by
    ext i j
    simp [Matrix.star_apply]
  have hd : (RCLike.ofReal ∘ hM.isHermitian.eigenvalues : n → ℝ)
      = hM.isHermitian.eigenvalues := by
    ext i
    simp
  refine ⟨(hM.isHermitian.eigenvectorUnitary : Matrix n n ℝ), hM.isHermitian.eigenvalues,
    ?_, fun i => hM.eigenvalues_pos i, ?_⟩
  · rw [← hs]
    exact Matrix.mem_unitaryGroup_iff.1 hM.isHermitian.eigenvectorUnitary.2
  · have h := hM.isHermitian.spectral_theorem
    rw [Unitary.conjStarAlgAut_apply, hd] at h
    rw [← hs]
    exact h

/-- Positive definiteness survives an invertible change of basis `M ↦ S M Sᵀ`. -/
theorem posDef_congruence {M S K : Matrix n n ℝ} (hM : M.PosDef) (hS : S * K = 1) :
    (S * M * Sᵀ).PosDef := by
  have hinj : Function.Injective S.vecMul := by
    intro x y h
    have h' : (x ᵥ* S) ᵥ* K = (y ᵥ* S) ᵥ* K := congrArg (fun v => v ᵥ* K) h
    simpa only [Matrix.vecMul_vecMul, hS, Matrix.vecMul_one] using h'
  have h := hM.mul_mul_conjTranspose_same hinj
  rwa [Matrix.conjTranspose_eq_transpose_of_trivial] at h

/-- If `A + B` and `A - B` are positive definite, the RPA problem has a normal form. -/
theorem exists_normalForm {A B : Matrix n n ℝ} (hp : (A + B).PosDef) (hm : (A - B).PosDef) :
    ∃ (Z : Matrix n n ℝ) (w : n → ℝ), IsNormalForm A B Z w := by
  -- factor `A - B = L Lᵀ` with `L = U S` and inverse `K`
  obtain ⟨U, e, hU, he, hM⟩ := posDef_diagonalise hm
  obtain ⟨s, hs, hss⟩ := exists_sqrt he
  obtain ⟨L, K, hLK, hL⟩ : ∃ L K : Matrix n n ℝ, L * K = 1 ∧ A - B = L * Lᵀ := by
    have h1 : diagonal s * diagonal (fun i => (s i)⁻¹) = (1 : Matrix n n ℝ) := by
      rw [diagonal_mul_diagonal, ← diagonal_one]
      congr 1
      ext i
      exact mul_inv_cancel₀ (hs i).ne'
    have h2 : diagonal s * diagonal s = diagonal e := by
      rw [diagonal_mul_diagonal]
      congr 1
      ext i
      exact hss i
    refine ⟨U * diagonal s, diagonal (fun i => (s i)⁻¹) * Uᵀ, ?_, ?_⟩
    · calc _ = U * (diagonal s * diagonal (fun i => (s i)⁻¹)) * Uᵀ := by
            simp only [Matrix.mul_assoc]
        _ = 1 := by rw [h1, Matrix.mul_one, hU]
    · rw [hM, ← h2, Matrix.transpose_mul, diagonal_transpose]
      simp only [Matrix.mul_assoc]
  have hKL : Kᵀ * Lᵀ = 1 := by rw [← Matrix.transpose_mul, hLK, Matrix.transpose_one]
  -- diagonalise `Lᵀ (A + B) L`, whose eigenvalues are the squared frequencies
  have hC := posDef_congruence hp (mul_eq_one_comm.1 hKL)
  rw [Matrix.transpose_transpose] at hC
  obtain ⟨V, d, hV, hd, hVC⟩ := posDef_diagonalise hC
  obtain ⟨w, hw, hww⟩ := exists_sqrt hd
  obtain ⟨r, hr, hrr⟩ := exists_sqrt hw
  obtain ⟨R, hR⟩ : ∃ R : Matrix n n ℝ, R = diagonal r := ⟨_, rfl⟩
  obtain ⟨T, hT⟩ : ∃ T : Matrix n n ℝ, T = diagonal (fun i => (r i)⁻¹) := ⟨_, rfl⟩
  have hRt : Rᵀ = R := by rw [hR, diagonal_transpose]
  have hTt : Tᵀ = T := by rw [hT, diagonal_transpose]
  have hTR : T * R = 1 := by
    rw [hT, hR, diagonal_mul_diagonal, ← diagonal_one]
    congr 1
    ext i
    exact inv_mul_cancel₀ (hr i).ne'
  have hW : diagonal w = R * R := by
    rw [hR, diagonal_mul_diagonal]
    congr 1
    ext i
    exact (hrr i).symm
  have hD : diagonal d = diagonal w * diagonal w := by
    rw [diagonal_mul_diagonal]
    congr 1
    ext i
    exact (hww i).symm
  have hRT : R * T = 1 := mul_eq_one_comm.1 hTR
  have hZ : (L * V * T) * (R * Vᵀ * K) = 1 := by
    calc _ = L * (V * (T * R) * Vᵀ) * K := by simp only [Matrix.mul_assoc]
      _ = 1 := by rw [hTR, Matrix.mul_one, hV, Matrix.mul_one, hLK]
  refine ⟨L * V * T, w, ?_, hw, ?_, ?_⟩
  · exact ⟨⟨_, _, hZ, mul_eq_one_comm.1 hZ⟩, rfl⟩
  · rw [hL, hW, Matrix.transpose_mul, Matrix.transpose_mul, hTt]
    symm
    calc _ = L * (V * ((T * R) * (R * T)) * Vᵀ) * Lᵀ := by simp only [Matrix.mul_assoc]
      _ = L * Lᵀ := by
        rw [hTR, hRT, Matrix.mul_one, Matrix.mul_one, hV, Matrix.mul_one]
  · rw [Matrix.inv_eq_right_inv hZ, Matrix.transpose_mul, Matrix.transpose_mul, hRt,
      Matrix.transpose_transpose]
    calc A + B = (Kᵀ * Lᵀ) * (A + B) * (L * K) := by
          rw [hKL, hLK, Matrix.one_mul, Matrix.mul_one]
      _ = Kᵀ * (Lᵀ * (A + B) * L) * K := by simp only [Matrix.mul_assoc]
      _ = _ := by
        rw [hVC, hD, hW]
        simp only [Matrix.mul_assoc]

/-- The RPA problem has a normal form exactly when `A + B` and `A - B` are positive definite. -/
theorem posDef_iff_normalForm (A B : Matrix n n ℝ) :
    ((A + B).PosDef ∧ (A - B).PosDef) ↔
      ∃ (Z : Matrix n n ℝ) (w : n → ℝ), IsNormalForm A B Z w := by
  refine ⟨fun h => exists_normalForm h.1 h.2, ?_⟩
  rintro ⟨Z, w, h⟩
  have hi := Matrix.mul_nonsing_inv Z ((Matrix.isUnit_iff_isUnit_det Z).1 h.isUnit)
  have hD : (diagonal w).PosDef := Matrix.posDef_diagonal_iff.2 h.pos
  constructor
  · have hq : (Z⁻¹)ᵀ * Zᵀ = 1 := by rw [← Matrix.transpose_mul, hi, Matrix.transpose_one]
    have h' := posDef_congruence hD hq
    rwa [Matrix.transpose_transpose, ← h.add_eq] at h'
  · rw [h.sub_eq]
    exact posDef_congruence hD hi

/-- In normal form `A + B` maps `Z` to `Z⁻ᵀ W`, `A - B` maps `Z⁻ᵀ` to `Z W`, and the columns
of `Z` are eigenvectors of `(A - B)(A + B)` with the squared frequencies as eigenvalues. -/
theorem coupled_equations {A B Z : Matrix n n ℝ} {w : n → ℝ} (h : IsNormalForm A B Z w) :
    (A + B) * Z = (Z⁻¹)ᵀ * diagonal w ∧ (A - B) * (Z⁻¹)ᵀ = Z * diagonal w ∧
      (A - B) * (A + B) * Z = Z * diagonal (fun i => w i * w i) := by
  have hi := Matrix.nonsing_inv_mul Z ((Matrix.isUnit_iff_isUnit_det Z).1 h.isUnit)
  have hq : Zᵀ * (Z⁻¹)ᵀ = 1 := by rw [← Matrix.transpose_mul, hi, Matrix.transpose_one]
  have h1 : (A + B) * Z = (Z⁻¹)ᵀ * diagonal w := by
    rw [h.add_eq, Matrix.mul_assoc, hi, Matrix.mul_one]
  have h2 : (A - B) * (Z⁻¹)ᵀ = Z * diagonal w := by
    rw [h.sub_eq, Matrix.mul_assoc, hq, Matrix.mul_one]
  refine ⟨h1, h2, ?_⟩
  rw [Matrix.mul_assoc, h1, ← Matrix.mul_assoc, h2, Matrix.mul_assoc, diagonal_mul_diagonal]

/-- The amplitudes built from a normal form solve the RPA equations
`A X + B Y = X W` and `B X + A Y = -Y W`. -/
theorem rpa_equations {A B Z : Matrix n n ℝ} {w : n → ℝ} (h : IsNormalForm A B Z w) :
    A * excitation Z + B * deexcitation Z = excitation Z * diagonal w ∧
      B * excitation Z + A * deexcitation Z = -(deexcitation Z * diagonal w) := by
  obtain ⟨h1, h2, -⟩ := coupled_equations h
  unfold excitation deexcitation
  constructor
  · linear_combination (norm := (simp only [Matrix.mul_smul, Matrix.smul_mul, Matrix.mul_add,
      Matrix.mul_sub, Matrix.add_mul, Matrix.sub_mul]; module))
      (1 / 2 : ℝ) • h1 + (1 / 2 : ℝ) • h2
  · linear_combination (norm := (simp only [Matrix.mul_smul, Matrix.smul_mul, Matrix.mul_add,
      Matrix.mul_sub, Matrix.add_mul, Matrix.sub_mul]; module))
      (1 / 2 : ℝ) • h1 - (1 / 2 : ℝ) • h2

/-- For invertible `Z` the amplitudes are normalised, `Xᵀ X - Yᵀ Y = 1` and
`Xᵀ Y - Yᵀ X = 0`. -/
theorem normalisation {Z : Matrix n n ℝ} (hZ : IsUnit Z) :
    (excitation Z)ᵀ * excitation Z - (deexcitation Z)ᵀ * deexcitation Z = 1 ∧
      (excitation Z)ᵀ * deexcitation Z - (deexcitation Z)ᵀ * excitation Z = 0 := by
  have hi := Matrix.nonsing_inv_mul Z ((Matrix.isUnit_iff_isUnit_det Z).1 hZ)
  have hq : Zᵀ * (Z⁻¹)ᵀ = 1 := by rw [← Matrix.transpose_mul, hi, Matrix.transpose_one]
  unfold excitation deexcitation
  simp only [Matrix.transpose_smul, Matrix.transpose_add, Matrix.transpose_sub,
    Matrix.transpose_transpose, Matrix.mul_smul, Matrix.smul_mul, Matrix.mul_add,
    Matrix.mul_sub, Matrix.add_mul, Matrix.sub_mul, hi, hq]
  constructor <;> module

/-- If `A + B` and `A - B` are positive definite, there are amplitudes `X`, `Y` and positive
frequencies `w` whose modes at `w` and `-w` solve the full RPA problem, are normalised in the
RPA metric, and satisfy the closure relation. -/
theorem exists_complete_modes {A B : Matrix n n ℝ}
    (hp : (A + B).PosDef) (hm : (A - B).PosDef) :
    ∃ (X Y : Matrix n n ℝ) (w : n → ℝ), (∀ i, 0 < w i) ∧
      paired A B * paired X Y = signed 1 * paired X Y * signed (diagonal w) ∧
      (paired X Y)ᵀ * signed 1 * paired X Y = signed 1 ∧
      paired X Y * signed 1 * (paired X Y)ᵀ = signed 1 := by
  obtain ⟨Z, w, h⟩ := exists_normalForm hp hm
  obtain ⟨h1, h2⟩ := rpa_equations h
  obtain ⟨h3, h4⟩ := normalisation h.isUnit
  generalize excitation Z = X at *
  generalize deexcitation Z = Y at *
  have hN : (paired X Y)ᵀ * signed 1 * paired X Y = signed 1 := by
    unfold paired signed
    rw [fromBlocks_transpose, fromBlocks_multiply, fromBlocks_multiply, fromBlocks_inj]
    refine ⟨?_, ?_, ?_, ?_⟩
    · linear_combination (norm := noncomm_ring) h3
    · linear_combination (norm := noncomm_ring) h4
    · linear_combination (norm := noncomm_ring) -h4
    · linear_combination (norm := noncomm_ring) -h3
  have hS : signed (1 : Matrix n n ℝ) * signed 1 = 1 := by
    simp [signed, fromBlocks_multiply]
  refine ⟨X, Y, w, h.pos, ?_, hN, ?_⟩
  · unfold paired signed
    rw [fromBlocks_multiply, fromBlocks_multiply, fromBlocks_multiply, fromBlocks_inj]
    refine ⟨?_, ?_, ?_, ?_⟩
    · linear_combination (norm := noncomm_ring) h1
    · linear_combination (norm := noncomm_ring) h2
    · linear_combination (norm := noncomm_ring) h2
    · linear_combination (norm := noncomm_ring) h1
  · -- a one-sided inverse of a square matrix is two-sided, so normalisation gives closure
    have hl : (signed 1 * (paired X Y)ᵀ * signed 1) * paired X Y = 1 := by
      rw [Matrix.mul_assoc, Matrix.mul_assoc, ← Matrix.mul_assoc (paired X Y)ᵀ, hN, hS]
    have hr := mul_eq_one_comm.1 hl
    calc _ = paired X Y * (signed 1 * (paired X Y)ᵀ * (signed 1 * signed 1)) := by
          rw [hS, Matrix.mul_one, Matrix.mul_assoc]
      _ = (paired X Y * (signed 1 * (paired X Y)ᵀ * signed 1)) * signed 1 := by
          simp only [Matrix.mul_assoc]
      _ = signed 1 := by rw [hr, Matrix.one_mul]

end

end RPANormalForm
```

```lean
#print axioms RPANormalForm.posDef_iff_normalForm
#print axioms RPANormalForm.exists_complete_modes
```

```
'RPANormalForm.posDef_iff_normalForm' depends on axioms: [propext, Classical.choice, Quot.sound]
'RPANormalForm.exists_complete_modes' depends on axioms: [propext, Classical.choice, Quot.sound]
```

## How the proof follows the algebra

`exists_sqrt` supplies the positive square roots. `posDef_diagonalise` restates Mathlib's spectral theorem with a real orthogonal matrix. `posDef_congruence` shows that S M Sᵀ stays positive definite when S has an inverse K, which makes multiplication by S injective.

`exists_normalForm` carries out the construction of Z. Its `R` and `T` are W^(1/2) and W^(−1/2), and `hZ` checks that the proposed inverse of Z is correct. Its last two `calc` blocks are the two factorisation checks above; the earlier two verify inverses. `posDef_iff_normalForm` adds the converse by applying `posDef_congruence` to W.

`coupled_equations` proves the equations for Z and Z⁻ᵀ. In `rpa_equations`, `linear_combination` takes their half sum and half difference, while `normalisation` expands the products and cancels terms with `module`.

Finally, `exists_complete_modes` uses `fromBlocks_inj` to split the eigenvalue equation and the normalisation into four n by n equations each, which follow from the earlier results. Closure comes from `mul_eq_one_comm`, which turns the left inverse of P into a right inverse.
